# Occupation numbers bound the off-diagonal elements of a Hermitian projector

In a finite orthonormal basis of spin orbitals, a Hermitian projector `Q` can be read as the one-particle density matrix of a single Slater determinant, normalised so that its trace is the number of electrons. The diagonal element w = Q_jj is then the occupation of spin orbital j. The theorem states that w² ≤ w, and that w² + |Q_jk|² ≤ w for every other spin orbital k. The attempt takes the diagonal element of Q² = Q and uses Hermiticity to write w as the sum of |Q_jl|² over all l. As no term of this sum is negative, keeping only the term l = j should give the first bound, and keeping the terms l = j and l = k the second.

As first written in Lean, the proof fails:

```lean
import Mathlib

open Matrix
open scoped Kronecker

namespace OccupationBound

noncomputable section

variable {n : Type*} [Fintype n] [DecidableEq n]

/-- For a Hermitian projector, an occupation number `w` obeys `w² ≤ w`, and the off-diagonal
elements in its row have squared modulus at most `w - w²`. -/
theorem occupation_bound {Q : Matrix n n ℂ} (hQ : Q.IsHermitian) (hQQ : Q * Q = Q) (j : n) :
    (Q j j).re ^ 2 ≤ (Q j j).re ∧
      ∀ k, k ≠ j → (Q j j).re ^ 2 + Complex.normSq (Q j k) ≤ (Q j j).re := by
  have h1 : (Q j j).re = ∑ l, Complex.normSq (Q j l) := by
    have h := congrArg Complex.re (congrFun (congrFun hQQ j) j)
    rw [Matrix.mul_apply, Complex.re_sum] at h
    rw [← h]
    refine Finset.sum_congr rfl fun l _ => ?_
    rw [← hQ.apply l j, Complex.star_def, Complex.mul_conj, Complex.ofReal_re]
  have h2 : (Q j j).re ^ 2 ≤ Complex.normSq (Q j j) := by
    rw [Complex.normSq_apply]
    nlinarith [mul_self_nonneg (Q j j).im]
  constructor
  · have h3 := Finset.single_le_sum (f := fun l => Complex.normSq (Q j l))
      (fun l _ => Complex.normSq_nonneg _) (Finset.mem_univ j)
    simp only at h3
    linarith
  · intro k hk
    have h3 := Finset.sum_le_sum_of_subset_of_nonneg (f := fun l => Complex.normSq (Q j l))
      (Finset.subset_univ {j, k}) (fun l _ _ => Complex.normSq_nonneg _)
    rw [Finset.sum_pair hk.symm] at h3
    linarith

end

end OccupationBound
```

The compiler's answer:

```
Main.lean:29:4: error: `simp` made no progress

Note: The target expression is not type-correct under the `implicit` transparency level, which may have triggered the failure. This is usually caused by unfolding of semireducible definitions in prior tactic steps. Use `set_option linter.tacticCheckInstances true` to investigate the source of the issue.
Full error:
  function expected
    Q j
```

As a diff, the version that Lean accepts:

```diff
@@ -27,5 +27,4 @@
   · have h3 := Finset.single_le_sum (f := fun l => Complex.normSq (Q j l))
       (fun l _ => Complex.normSq_nonneg _) (Finset.mem_univ j)
-    simp only at h3
     linarith
   · intro k hk
```

The error is at `simp only at h3`, in the proof of the first bound. The call was there to tidy `h3` by applying the `fun l => ...` to `j`, but Lean had already done that when it worked out the type of `h3`. The hypothesis already said that `Complex.normSq (Q j j)` is at most the sum of `Complex.normSq (Q j l)` over `l`. With no lemmas listed and nothing left to tidy, `simp only` changed nothing, which it treats as an error.

Lean's note points to something else. `Q` has type `Matrix n n ℂ`, and writing `Q j` treats it as a function, which is justified only once the definition of `Matrix` is unfolded. At the `implicit` transparency level that unfolding isn't available, hence "function expected". The note says only that this may have triggered the failure, and here it didn't, since applying a `fun` to its argument doesn't require unfolding `Matrix`.

The repair deletes the call. `linarith` can use `h3` as it stands, together with `h1` and `h2`, to prove w² ≤ w.
